# ACPF is exact for identical, non-interacting two-level electron pairs with nonzero coupling

## Does the weight 2/N recover the energy of n separate pairs?

Take n identical electron pairs, so far apart that they don't interact. Each pair has a reference level at energy 0 and a doubly excited level at 2D, coupled by a real matrix element K ≠ 0. Configuration interaction with only the reference and one excited pair at a time loses accuracy as n grows. The averaged coupled-pair functional (ACPF) uses the same configurations, with coefficient 1 for the reference and a variable amplitude cᵢ for the excitation of pair i, but in the denominator of the energy it multiplies the squared norm of the excited part by g = 2/N, where N = 2n is the number of electrons:

F(c) = (2K Σᵢ cᵢ + 2D Σᵢ cᵢ²) / (1 + g Σᵢ cᵢ²)

I have seen it said that the minimum is then the exact energy, n(D − √(D² + K²)). I would like a rigorous, machine-checked proof in which the exact energy comes from the full Hamiltonian and isn't simply assumed.

## Yes: the energy error is a sum of squares

Write R = √(D² + K²), e = D − R and x = −K/(D + R). Since K ≠ 0, R > |D|, so D + R > 0. Two relations follow, the second from K² = R² − D²:

(D + R)x = −K

Kx = −(R² − D²)/(D + R) = D − R = e

They are the eigenvalue equations of one pair with components (1, x), because 2D − e = D + R. Normalised, these components are (1, x)/√(1 + x²).

For arbitrary components a and b, the two relations give

2Db² + 2Kab − e(a² + b²) = (D + R)(b − xa)².

The coefficients agree term by term: 2D − e = D + R for b², 2K = −2(D + R)x for ab, and −e = −Kx = (D + R)x² for a².

**The functional.** Put a = 1 and b = cᵢ, sum over the pairs, and write S = Σᵢ cᵢ². The numerator of F is

e(n + S) + (D + R) Σᵢ (cᵢ − x)².

With g = 1/n, n + S = n(1 + gS), and therefore

F(c) − ne = (D + R) Σᵢ (cᵢ − x)² / (1 + S/n) ≥ 0.

Equality holds exactly when every cᵢ equals x.

**The full Hamiltonian.** A configuration s records which pairs are excited. Let ψ(s) be the product of a factor x for each excited pair and 1 for each of the others; dividing by (1 + x²)^(n/2) normalises it. By the one-pair equations, each pair's term in H multiplies ψ by e, so Hψ = neψ. For the lower bound, take any ψ and fix pair i. Group each configuration having pair i in its reference level with the one in which only that pair is flipped, and call their coefficients a and b. The square identity shows that this pair's energy is at least e Σₛ ψ(s)². Summing over i gives

Σₛ ψ(s)(Hψ)(s) ≥ ne Σₛ ψ(s)²,

so no eigenvalue lies below ne.

**The weight.** Conversely, suppose that n ≥ 1, g ≥ 0 and min F = ne. Here e < 0 and x ≠ 0. At the uniform point cᵢ = x,

F = ne(1 + x²)/(1 + gnx²) ≥ ne,

which forces gn ≥ 1. At a minimiser, ne(1 + gS) ≥ e(n + S), so eS(gn − 1) ≥ 0. Since F(0) = 0 ≠ ne, S > 0, and hence gn ≤ 1.

Here is the complete Lean file.

```lean
import Mathlib

open Finset

namespace ACPFIdenticalPairs

noncomputable section

/-- The lower energy of one pair with excitation energy `2D` and coupling `K`. -/
def pairEnergy (D K : ℝ) : ℝ := D - √(D ^ 2 + K ^ 2)

/-- For `K ≠ 0`, the amplitude of the doubly excited level relative to the reference level in the
lower state of one pair. -/
def amplitude (D K : ℝ) : ℝ := -K / (D + √(D ^ 2 + K ^ 2))

/-- The correlation functional of `n` pairs with double-excitation amplitudes `c`, in which the
squared norm of the excited part is weighted by `g`. -/
def functional {n : ℕ} (g D K : ℝ) (c : Fin n → ℝ) : ℝ :=
  (2 * K * ∑ i, c i + 2 * D * ∑ i, c i ^ 2) / (1 + g * ∑ i, c i ^ 2)

/-- Exchange the reference and the excited level of pair `i` in a configuration. -/
def flip {n : ℕ} (i : Fin n) (s : Fin n → Bool) : Fin n → Bool :=
  Function.update s i (!s i)

/-- The full Hamiltonian of `n` separated pairs, acting on wavefunctions over all
configurations; energies are counted from the reference configuration. -/
def hamiltonian {n : ℕ} (D K : ℝ) (ψ : (Fin n → Bool) → ℝ) : (Fin n → Bool) → ℝ :=
  fun s => ∑ i, ((if s i then 2 * D else 0) * ψ s + K * ψ (flip i s))

/-- The product wavefunction in which every pair has the same amplitude. -/
def productState (n : ℕ) (D K : ℝ) : (Fin n → Bool) → ℝ :=
  fun s => ∏ i, if s i then amplitude D K else 1

lemma denom_pos (D : ℝ) {K : ℝ} (hK : K ≠ 0) : 0 < D + √(D ^ 2 + K ^ 2) := by
  have hR := Real.sq_sqrt (show 0 ≤ D ^ 2 + K ^ 2 by positivity)
  have h0 := Real.sqrt_nonneg (D ^ 2 + K ^ 2)
  have hK2 : 0 < K ^ 2 := by positivity
  by_contra h
  have h1 : 0 ≤ -D - √(D ^ 2 + K ^ 2) := by linarith
  have h2 : 0 ≤ √(D ^ 2 + K ^ 2) - D := by linarith
  nlinarith [mul_nonneg h1 h2]

/-- The amplitude solves the two coupled equations of a single pair. -/
theorem amplitude_equations (D : ℝ) {K : ℝ} (hK : K ≠ 0) :
    (D + √(D ^ 2 + K ^ 2)) * amplitude D K = -K ∧ K * amplitude D K = pairEnergy D K := by
  have hp := (denom_pos D hK).ne'
  have hR := Real.sq_sqrt (show 0 ≤ D ^ 2 + K ^ 2 by positivity)
  unfold amplitude pairEnergy
  constructor
  · exact mul_div_cancel₀ _ hp
  · rw [← mul_div_assoc, div_eq_iff hp]
    linear_combination hR

/-- For one pair with components `a` and `b`, the energy form minus the pair energy times the
squared norm is a perfect square with a weight. -/
theorem pair_square (D : ℝ) {K : ℝ} (hK : K ≠ 0) (a b : ℝ) :
    2 * D * b ^ 2 + 2 * K * a * b - pairEnergy D K * (a ^ 2 + b ^ 2)
      = (D + √(D ^ 2 + K ^ 2)) * (b - amplitude D K * a) ^ 2 := by
  obtain ⟨h1, h2⟩ := amplitude_equations D hK
  unfold pairEnergy at *
  linear_combination (2 * a * b - amplitude D K * a ^ 2) * h1 + a ^ 2 * h2

lemma flip_self {n : ℕ} (i : Fin n) (s : Fin n → Bool) : flip i s i = !s i := by
  simp [flip]

lemma flip_flip {n : ℕ} (i : Fin n) (s : Fin n → Bool) : flip i (flip i s) = s := by
  simp [flip]

/-- The full Hamiltonian multiplies the product wavefunction by `n` times the energy of one pair. -/
theorem productState_eigen (n : ℕ) (D : ℝ) {K : ℝ} (hK : K ≠ 0) :
    hamiltonian D K (productState n D K) = (n * pairEnergy D K) • productState n D K := by
  obtain ⟨h1, h2⟩ := amplitude_equations D hK
  funext s
  have key : ∀ i, (if s i then 2 * D else 0) * productState n D K s
      + K * productState n D K (flip i s) = pairEnergy D K * productState n D K s := by
    intro i
    -- split off the factor of pair `i`; the others are untouched by the flip
    have hsplit : ∀ t : Fin n → Bool, productState n D K t =
        (if t i then amplitude D K else 1) *
          ∏ j ∈ univ.erase i, (if t j then amplitude D K else 1) := fun t =>
      (Finset.mul_prod_erase univ (fun j => if t j then amplitude D K else 1)
        (mem_univ i)).symm
    have hrest : ∏ j ∈ univ.erase i, (if flip i s j then amplitude D K else 1)
        = ∏ j ∈ univ.erase i, (if s j then amplitude D K else 1) := by
      refine Finset.prod_congr rfl fun j hj => ?_
      have : flip i s j = s j := Function.update_of_ne (Finset.ne_of_mem_erase hj) _ _
      rw [this]
    rw [hsplit s, hsplit (flip i s), hrest, flip_self]
    generalize ∏ j ∈ univ.erase i, (if s j then amplitude D K else 1) = P
    unfold pairEnergy at *
    cases s i
    · simp only [Bool.not_false, Bool.false_eq_true, reduceIte]
      linear_combination P * h2
    · simp only [Bool.not_true, Bool.false_eq_true, reduceIte]
      linear_combination P * h1
  simp only [hamiltonian, key, sum_const, card_univ, Fintype.card_fin, nsmul_eq_mul,
    Pi.smul_apply, smul_eq_mul]
  ring

/-- The energy expectation of any wavefunction of the `n` pairs is at least `n` times the
pair energy times its norm squared. -/
theorem energy_lower_bound {n : ℕ} (D : ℝ) {K : ℝ} (hK : K ≠ 0) (ψ : (Fin n → Bool) → ℝ) :
    n * pairEnergy D K * ∑ s, ψ s ^ 2 ≤ ∑ s, ψ s * hamiltonian D K ψ s := by
  have key : ∀ i : Fin n, pairEnergy D K * ∑ s, ψ s ^ 2 ≤
      ∑ s, ψ s * ((if s i then 2 * D else 0) * ψ s + K * ψ (flip i s)) := by
    intro i
    let f : (Fin n → Bool) → ℝ := fun s =>
      ψ s * ((if s i then 2 * D else 0) * ψ s + K * ψ (flip i s)) - pairEnergy D K * ψ s ^ 2
    have hs : ∑ s, f (flip i s) = ∑ s, f s :=
      Equiv.sum_comp (Function.Involutive.toPerm (flip i) (flip_flip i)) f
    -- a configuration and its flipped partner together form a perfect square
    have hp : 0 ≤ ∑ s, (f s + f (flip i s)) := by
      refine Finset.sum_nonneg fun s _ => ?_
      have hq : ∀ a b : ℝ, 0 ≤ 2 * D * b ^ 2 + 2 * K * a * b
          - pairEnergy D K * (a ^ 2 + b ^ 2) := fun a b => by
        rw [pair_square D hK]
        exact mul_nonneg (denom_pos D hK).le (sq_nonneg _)
      simp only [f, flip_flip, flip_self]
      cases s i
      · simp only [Bool.not_false, Bool.false_eq_true, reduceIte]
        linarith [hq (ψ s) (ψ (flip i s))]
      · simp only [Bool.not_true, Bool.false_eq_true, reduceIte]
        linarith [hq (ψ (flip i s)) (ψ s)]
    rw [sum_add_distrib, hs] at hp
    have hf : 0 ≤ ∑ s, f s := by linarith
    simp only [f, sum_sub_distrib, ← mul_sum] at hf
    linarith
  have h := Finset.sum_le_sum fun i (_ : i ∈ (univ : Finset (Fin n))) => key i
  rw [Finset.sum_comm] at h
  simp only [sum_const, card_univ, Fintype.card_fin, nsmul_eq_mul, ← mul_sum] at h
  simpa only [hamiltonian, mul_assoc] using h

/-- The lowest eigenvalue of the full Hamiltonian of `n` pairs is `n` times the pair energy. -/
theorem exact_energy (n : ℕ) (D : ℝ) {K : ℝ} (hK : K ≠ 0) :
    IsLeast {E : ℝ | ∃ ψ : (Fin n → Bool) → ℝ, ψ ≠ 0 ∧ hamiltonian D K ψ = E • ψ}
      (n * pairEnergy D K) := by
  refine ⟨⟨productState n D K, fun h => ?_, productState_eigen n D hK⟩, ?_⟩
  · have := congrFun h (fun _ => false)
    simp [productState] at this
  · rintro E ⟨ψ, h0, hE⟩
    obtain ⟨s, hs⟩ := Function.ne_iff.mp h0
    have hs' : ψ s ≠ 0 := hs
    have hpos : 0 < ∑ s, ψ s ^ 2 :=
      Finset.sum_pos' (fun _ _ => sq_nonneg _) ⟨s, mem_univ s, by positivity⟩
    have hb := energy_lower_bound D hK ψ
    have he : ∑ s, ψ s * hamiltonian D K ψ s = E * ∑ s, ψ s ^ 2 := by
      rw [hE, mul_sum]
      refine Finset.sum_congr rfl fun t _ => ?_
      simp only [Pi.smul_apply, smul_eq_mul]
      ring
    rw [he] at hb
    exact le_of_mul_le_mul_right hb hpos

lemma functional_mul {n : ℕ} {g : ℝ} (D : ℝ) {K : ℝ} (hK : K ≠ 0) (hg : 0 ≤ g)
    (c : Fin n → ℝ) :
    functional g D K c * (1 + g * ∑ i, c i ^ 2) = pairEnergy D K * (n + ∑ i, c i ^ 2)
      + ∑ i, (D + √(D ^ 2 + K ^ 2)) * (c i - amplitude D K) ^ 2 := by
  have hd : 0 < 1 + g * ∑ i, c i ^ 2 := by positivity
  have h : ∀ i, (D + √(D ^ 2 + K ^ 2)) * (c i - amplitude D K) ^ 2
      = 2 * D * c i ^ 2 + 2 * K * c i - pairEnergy D K * (1 + c i ^ 2) := fun i => by
    linear_combination -(pair_square D hK 1 (c i))
  rw [functional, div_mul_cancel₀ _ hd.ne', Finset.sum_congr rfl fun i _ => h i]
  simp only [sum_sub_distrib, sum_add_distrib, ← mul_sum, sum_const, card_univ,
    Fintype.card_fin, nsmul_eq_mul, mul_one]
  ring

lemma weight_nonneg {n : ℕ} {g : ℝ} (hg : g * (2 * n) = 2) : 0 ≤ g := by
  by_contra h
  have hn : (0 : ℝ) ≤ n := Nat.cast_nonneg n
  nlinarith [mul_nonneg (show 0 ≤ -g by linarith) hn]

lemma functional_gap {n : ℕ} {g : ℝ} (D : ℝ) {K : ℝ} (hK : K ≠ 0)
    (hg : g * (2 * n) = 2) (c : Fin n → ℝ) :
    (functional g D K c - n * pairEnergy D K) * (1 + g * ∑ i, c i ^ 2)
      = ∑ i, (D + √(D ^ 2 + K ^ 2)) * (c i - amplitude D K) ^ 2 := by
  linear_combination functional_mul D hK (weight_nonneg hg) c
    - pairEnergy D K * (∑ i, c i ^ 2) / 2 * hg

/-- With `g = 2/N` for `N = 2n` electrons, the functional equals `n` times the pair energy
exactly when every pair has the amplitude of an isolated pair. -/
theorem acpf_minimiser {n : ℕ} {g : ℝ} (D : ℝ) {K : ℝ} (hK : K ≠ 0)
    (hg : g * (2 * n) = 2) (c : Fin n → ℝ) :
    functional g D K c = n * pairEnergy D K ↔ ∀ i, c i = amplitude D K := by
  have hgap := functional_gap D hK hg c
  have hg0 := weight_nonneg hg
  have hd : 0 < 1 + g * ∑ i, c i ^ 2 := by positivity
  have hp := denom_pos D hK
  constructor
  · intro h i
    rw [h, sub_self, zero_mul] at hgap
    have hi := (Finset.sum_eq_zero_iff_of_nonneg
      (fun i _ => mul_nonneg hp.le (sq_nonneg (c i - amplitude D K)))).mp hgap.symm i (mem_univ i)
    exact sub_eq_zero.mp (pow_eq_zero_iff two_ne_zero |>.mp
      ((mul_eq_zero.mp hi).resolve_left hp.ne'))
  · intro h
    have hz : ∑ i, (D + √(D ^ 2 + K ^ 2)) * (c i - amplitude D K) ^ 2 = 0 :=
      Finset.sum_eq_zero fun i _ => by rw [h i]; ring
    rw [hz] at hgap
    exact sub_eq_zero.mp ((mul_eq_zero.mp hgap).resolve_right hd.ne')

/-- ACPF is exact for identical separated pairs: with `g = 2/N` for `N = 2n` electrons, the
global minimum of the functional and the lowest eigenvalue of the full Hamiltonian are both
`n (D - √(D² + K²))`. -/
theorem acpf_exact {n : ℕ} {g : ℝ} (D : ℝ) {K : ℝ} (hK : K ≠ 0) (hg : g * (2 * n) = 2) :
    IsLeast (Set.range (functional (n := n) g D K)) (n * (D - √(D ^ 2 + K ^ 2))) ∧
    IsLeast {E : ℝ | ∃ ψ : (Fin n → Bool) → ℝ, ψ ≠ 0 ∧ hamiltonian D K ψ = E • ψ}
      (n * (D - √(D ^ 2 + K ^ 2))) := by
  refine ⟨⟨⟨fun _ => amplitude D K, (acpf_minimiser D hK hg _).mpr fun _ => rfl⟩, ?_⟩,
    exact_energy n D hK⟩
  rintro _ ⟨c, rfl⟩
  have hg0 := weight_nonneg hg
  have hd : 0 < 1 + g * ∑ i, c i ^ 2 := by positivity
  have hq : 0 ≤ ∑ i, (D + √(D ^ 2 + K ^ 2)) * (c i - amplitude D K) ^ 2 :=
    Finset.sum_nonneg fun i _ => mul_nonneg (denom_pos D hK).le (sq_nonneg _)
  rw [← functional_gap D hK hg c] at hq
  change n * pairEnergy D K ≤ functional g D K c
  by_contra h
  exact absurd hq (not_le_of_gt (mul_neg_of_neg_of_pos (by linarith) hd))

/-- Conversely, for at least one pair and a nonnegative weight `g`, the functional has the
exact energy as its minimum only if `g = 2/N` with `N = 2n`. -/
theorem weight_forced {n : ℕ} {g : ℝ} (D : ℝ) {K : ℝ} (hK : K ≠ 0) (hn : 0 < n)
    (hg : 0 ≤ g) (h : IsLeast (Set.range (functional (n := n) g D K)) (n * pairEnergy D K)) :
    g * (2 * n) = 2 := by
  have hn' : (0 : ℝ) < n := Nat.cast_pos.mpr hn
  have he : pairEnergy D K < 0 := by
    have := denom_pos (-D) hK
    rw [neg_sq] at this
    unfold pairEnergy
    linarith
  have hx : amplitude D K ≠ 0 := fun h0 => by
    have := (amplitude_equations D hK).2
    rw [h0, mul_zero] at this
    linarith
  -- the uniform trial point excludes weights that are too small
  have hlow : 1 ≤ g * n := by
    have hF := functional_mul D hK hg (fun _ : Fin n => amplitude D K)
    simp only [sub_self, ne_eq, OfNat.ofNat_ne_zero, not_false_eq_true, zero_pow, mul_zero,
      sum_const, card_univ, Fintype.card_fin, nsmul_eq_mul, add_zero] at hF
    have hA := h.2 ⟨fun _ : Fin n => amplitude D K, rfl⟩
    have hnx : 0 < n * amplitude D K ^ 2 := by positivity
    have hd : 0 ≤ 1 + g * (n * amplitude D K ^ 2) := by positivity
    have hB := mul_le_mul_of_nonneg_right hA hd
    rw [hF] at hB
    by_contra hlt
    have hlt' : 0 < 1 - g * n := by linarith
    nlinarith [mul_pos (mul_pos (neg_pos.mpr he) hnx) hlt']
  -- the minimiser excludes weights that are too large
  have hhigh : g * n ≤ 1 := by
    obtain ⟨c, hc⟩ := h.1
    have hF := functional_mul D hK hg c
    have hq : 0 ≤ ∑ i, (D + √(D ^ 2 + K ^ 2)) * (c i - amplitude D K) ^ 2 :=
      Finset.sum_nonneg fun i _ => mul_nonneg (denom_pos D hK).le (sq_nonneg _)
    have hs : 0 < ∑ i, c i ^ 2 := by
      refine lt_of_le_of_ne (Finset.sum_nonneg fun i _ => sq_nonneg _) fun h0 => ?_
      have hz : ∀ i, c i = 0 := fun i => pow_eq_zero_iff two_ne_zero |>.mp
        ((Finset.sum_eq_zero_iff_of_nonneg (fun i _ => sq_nonneg (c i))).mp h0.symm i (mem_univ i))
      have hf : functional g D K c = 0 := by simp [functional, hz]
      rw [hf] at hc
      nlinarith [mul_pos hn' (neg_pos.mpr he)]
    rw [hc] at hF
    by_contra hgt
    have hgt' : 0 < g * n - 1 := by linarith
    nlinarith [mul_pos (mul_pos (neg_pos.mpr he) hs) hgt']
  linarith

end

end ACPFIdenticalPairs
```

```lean
#print axioms ACPFIdenticalPairs.acpf_exact
#print axioms ACPFIdenticalPairs.weight_forced
```

```
'ACPFIdenticalPairs.acpf_exact' depends on axioms: [propext, Classical.choice, Quot.sound]
'ACPFIdenticalPairs.weight_forced' depends on axioms: [propext, Classical.choice, Quot.sound]
```

### What the theorems say about the pairs

In `acpf_exact`, `c : Fin n → ℝ` holds one real amplitude per pair. The hypothesis `g * (2 * n) = 2` is g = 2/N with N = 2n, and it also rules out n = 0. `IsLeast` of `Set.range` says that the value is attained by some c and that no c goes lower, so it is a global minimum.

The second half concerns `hamiltonian`, which acts on real wavefunctions over all configurations `Fin n → Bool`, with `true` for an excited pair. Its least eigenvalue, among eigenvectors `ψ ≠ 0`, is the same number. Energies are counted from the reference configuration, so both values are correlation energies within the model.

The theorem treats ACPF through this explicit functional, without deriving it from a general molecular Hamiltonian. Single excitations, broken pairs, unequal pairs and interactions between pairs are absent. For electronic structure, the result is a check of size consistency in this non-interacting two-level model.

Both main hypotheses matter:

- **K ≠ 0.** Take n = 1, g = 1, K = 0 and D = −1. Then F(c) = −2c²/(1 + c²) stays above −2 for every c, so the claimed minimum −2 is never attained. Here the "excited" level lies below the reference, which is a poor choice of reference. For K = 0 and D ≥ 0 the claimed minimum is 0, and it is attained at c = 0.
- **g = 2/N.** Take n = 2, D = 0 and K = 1, but g = 1, which is the ordinary configuration-interaction quotient. Its minimum is −√2, whereas the exact energy is −2.

### How the proof follows the algebra

`denom_pos` proves D + R > 0, `amplitude_equations` gives the two relations for x, and `pair_square` gives the square identity. There `linear_combination` adds multiples of the two relations, which is the comparison of coefficients above.

`productState_eigen` splits off the factor of pair i, notes that a flip leaves the other factors alone, and treats the two levels separately. `energy_lower_bound` adds each configuration's contribution to that of its flipped partner. Flipping twice restores a configuration, so this sum over all configurations counts everything twice, and its sign is enough. `exact_energy` combines the bound with the product state.

`functional_mul` is the summed identity for general g ≥ 0, with the denominator multiplied out. `functional_gap` inserts the ACPF weight, whose nonnegativity comes from `weight_nonneg`. From this, `acpf_minimiser` shows that equality requires every square to vanish, and `acpf_exact` reads off the minimum from the sign. `weight_forced` proves gn ≥ 1 and gn ≤ 1 as `hlow` and `hhigh`, using the uniform point and the minimiser in turn.
